# A strong coupling caps excitation transfer through a weak one in a star of spins

Let three spins have the same energy, and let one of them, the source, be coupled to the other two by flip-flop terms alone, with real strengths $a$ and $b$, not both zero. In the single-excitation space, with $\hbar=1$ and the common energy set to zero,

$$H=\begin{pmatrix}0&a&b\\a&0&0\\b&0&0\end{pmatrix},\qquad |(e^{-iHt})_{31}|^2=\frac{b^2}{a^2+b^2}\,\sin^2\!\left(\sqrt{a^2+b^2}\,t\right).$$

This probability reaches 1 at some time exactly when $a=0$. For $a\ne0$ it never exceeds $(b/a)^2$, so $b/a=0.1$ allows at most 1% transfer. This is dipolar truncation in a model with no coupling between the two targets.

The same holds for $n$ targets with real couplings $c_j$, $j=0,\dots,n-1$. Write $W=\sqrt{\sum_j c_j^2}$ and let $p_k(t)$ be the probability that an excitation starting on the source is found on target $k$ at time $t$. Then

$$W^2p_k(t)=c_k^2\sin^2(Wt),\qquad p_k(t)\le(c_k/c_j)^2\quad\text{if }c_j\ne0.$$

## Checking a spin-network propagator

A code that propagates one excitation under flip-flop couplings can be run on a star with zero diagonal and compared with this formula at any time $t$. Treating each pair separately would instead predict $\sin^2(c_kt)$, with complete transfer through every nonzero coupling. For $c_k\ne0$ the transfer probability has period $\pi/W$, which can be short even when $c_k$ is weak.

The $c_j$ are matrix elements in angular-frequency units. A term $\omega_j(S_xI_{j,x}+S_yI_{j,y})$ between spins 1/2 therefore gives $c_j=\omega_j/2$.

## From the cubic relation to the sine law

Let $e_0$ be the state with the excitation on the source and $e_{j+1}$ the state with it on target $j$. Then

$$He_0=\sum_j c_je_{j+1},\qquad He_{j+1}=c_je_0,\qquad H^2e_0=W^2e_0.$$

Hence $H^3e_0=W^2He_0$ and $H^3e_{j+1}=c_jW^2e_0=W^2He_{j+1}$, so $H^3=W^2H$.

For $W\ne0$, define

$$P=\tfrac12\left(\frac{H^2}{W^2}+\frac HW\right),\quad Q=\tfrac12\left(\frac{H^2}{W^2}-\frac HW\right),\quad R=1-\frac{H^2}{W^2}.$$

The cubic relation gives $PH=WP$, $QH=-WQ$ and $RH=0$, while $P+Q+R=1$. By induction,

$$(-itH)^m=(-iWt)^mP+(iWt)^mQ+0^mR.$$

Summing the exponential series gives

$$e^{-iHt}=e^{-iWt}P+e^{iWt}Q+R=1-\frac{i\sin(Wt)}{W}H+\frac{\cos(Wt)-1}{W^2}H^2.$$

Between $e_0$ and $e_{k+1}$, the identity and $H^2$ have no matrix element. The amplitude is therefore $-ic_k\sin(Wt)/W$, and its squared modulus gives the formula. If $W=0$, both sides of the product form vanish.

For the bound, $c_j^2p_k\le W^2p_k=c_k^2\sin^2(Wt)\le c_k^2$; divide by $c_j^2$.

If $p_k(t)=1$, then $W^2\le c_k^2$, so all other couplings vanish. Conversely, if only $c_k$ is nonzero, $t=\pi/(2|c_k|)$, a quarter period of the amplitude, gives complete transfer.

## The Lean file

```lean
import Mathlib

open Matrix

namespace DipolarTruncation

noncomputable section

/-- Single-excitation Hamiltonian of a source spin (index 0) coupled with real strengths `c k`
to `n` other spins that are not coupled to each other. -/
def starHamiltonian {n : ℕ} (c : Fin n → ℝ) : Matrix (Fin (n + 1)) (Fin (n + 1)) ℂ :=
  Matrix.of (vecCons (vecCons 0 fun k => (c k : ℂ)) fun k => vecCons (c k : ℂ) fun _ => 0)

/-- Probability that an excitation starting on the source spin is found on spin `k` at time `t`. -/
def transferProbability {n : ℕ} (c : Fin n → ℝ) (k : Fin n) (t : ℝ) : ℝ :=
  ‖NormedSpace.exp ((-(Complex.I * (t : ℂ))) • starHamiltonian c) k.succ 0‖ ^ 2

/-- The squared modulus of entry (3,1) of the propagator for one source spin coupled to two
others with strengths `a` and `b`. -/
def threeSpinTransfer (a b t : ℝ) : ℝ :=
  ‖NormedSpace.exp ((-(Complex.I * (t : ℂ))) •
    (!![0, (a : ℂ), (b : ℂ); (a : ℂ), 0, 0; (b : ℂ), 0, 0] : Matrix (Fin 3) (Fin 3) ℂ)) 2 0‖ ^ 2

/-- The cube of the star Hamiltonian is the Hamiltonian times the sum of squared couplings. -/
theorem starHamiltonian_cube {n : ℕ} (c : Fin n → ℝ) :
    starHamiltonian c * starHamiltonian c * starHamiltonian c
      = ((∑ k, c k ^ 2 : ℝ) : ℂ) • starHamiltonian c := by
  have e00 : starHamiltonian c 0 0 = 0 := rfl
  have e0s : ∀ k : Fin n, starHamiltonian c 0 k.succ = (c k : ℂ) := fun _ => rfl
  have es0 : ∀ k : Fin n, starHamiltonian c k.succ 0 = (c k : ℂ) := fun _ => rfl
  have ess : ∀ k l : Fin n, starHamiltonian c k.succ l.succ = 0 := fun _ _ => rfl
  push_cast
  ext i j
  cases i using Fin.cases <;> cases j using Fin.cases <;>
    simp only [Matrix.mul_apply, Matrix.smul_apply, smul_eq_mul, Fin.sum_univ_succ, e00, e0s,
      es0, ess, zero_mul, mul_zero, add_zero, zero_add, Finset.sum_const_zero]
  all_goals
    rw [Finset.sum_mul]
    try rw [Finset.sum_mul]
    refine Finset.sum_congr rfl fun x _ => ?_
    ring

/-- Closed form of the propagator of a matrix that satisfies `A³ = W² A` with `W` nonzero. -/
theorem propagator_of_cube {m : Type*} [Fintype m] [DecidableEq m] (A : Matrix m m ℂ)
    (W : ℝ) (hW : W ≠ 0) (hA : A * A * A = ((W : ℂ) ^ 2) • A) (t : ℝ) :
    NormedSpace.exp ((-(Complex.I * (t : ℂ))) • A)
      = 1 - (Complex.I * (Real.sin (W * t) : ℂ) / (W : ℂ)) • A
        + (((Real.cos (W * t) : ℂ) - 1) / (W : ℂ) ^ 2) • (A * A) := by
  have hWc : (W : ℂ) ≠ 0 := Complex.ofReal_ne_zero.mpr hW
  obtain ⟨z, hz⟩ : ∃ z : ℂ, z = -(Complex.I * (t : ℂ)) := ⟨_, rfl⟩
  -- spectral projections for the values W, -W and 0
  obtain ⟨P, hP⟩ : ∃ P : Matrix m m ℂ,
    P = (1 / (2 * (W : ℂ) ^ 2)) • (A * A) + (1 / (2 * (W : ℂ))) • A := ⟨_, rfl⟩
  obtain ⟨Q, hQ⟩ : ∃ Q : Matrix m m ℂ,
    Q = (1 / (2 * (W : ℂ) ^ 2)) • (A * A) - (1 / (2 * (W : ℂ))) • A := ⟨_, rfl⟩
  obtain ⟨R, hR⟩ : ∃ R : Matrix m m ℂ, R = 1 - (1 / (W : ℂ) ^ 2) • (A * A) := ⟨_, rfl⟩
  have hPA : P * A = (W : ℂ) • P := by
    rw [hP, add_mul, smul_mul_assoc, smul_mul_assoc, hA]
    match_scalars <;> field_simp
  have hQA : Q * A = (-(W : ℂ)) • Q := by
    rw [hQ, sub_mul, smul_mul_assoc, smul_mul_assoc, hA]
    match_scalars <;> field_simp
  have hRA : R * A = 0 := by
    rw [hR, sub_mul, smul_mul_assoc, hA, one_mul, smul_smul,
      one_div_mul_cancel (pow_ne_zero 2 hWc), one_smul, sub_self]
  have hpow : ∀ n : ℕ, (z • A) ^ n
      = (z * W) ^ n • P + (-(z * W)) ^ n • Q + (0 : ℂ) ^ n • R := by
    intro n
    induction n with
    | zero =>
      simp only [pow_zero, one_smul]
      rw [hP, hQ, hR]
      module
    | succ n ih =>
      rw [pow_succ, ih, mul_smul_comm, add_mul, add_mul, smul_mul_assoc, smul_mul_assoc,
        smul_mul_assoc, hPA, hQA, hRA, pow_succ, pow_succ, pow_succ]
      module
  -- sum the exponential series on each projection
  have hs : ∀ w : ℂ, HasSum (fun n : ℕ => w ^ n / (n.factorial : ℂ)) (Complex.exp w) := by
    intro w
    rw [Complex.exp_eq_exp_ℂ]
    exact NormedSpace.expSeries_div_hasSum_exp w
  have key : HasSum (fun n : ℕ => ((n.factorial : ℂ)⁻¹) • (z • A) ^ n)
      (Complex.exp (z * W) • P + Complex.exp (-(z * W)) • Q + Complex.exp 0 • R) := by
    have e : (fun n : ℕ => ((n.factorial : ℂ)⁻¹) • (z • A) ^ n)
        = fun n : ℕ => ((z * W) ^ n / (n.factorial : ℂ)) • P
          + ((-(z * W)) ^ n / (n.factorial : ℂ)) • Q + ((0 : ℂ) ^ n / (n.factorial : ℂ)) • R := by
      funext n
      rw [hpow]
      module
    rw [e]
    exact (((hs _).smul_const P).add ((hs _).smul_const Q)).add ((hs 0).smul_const R)
  have h1 : NormedSpace.exp (z • A) = ∑' n : ℕ, ((n.factorial : ℂ)⁻¹) • (z • A) ^ n := by
    rw [NormedSpace.exp_eq_tsum ℂ]
  have e1 : Complex.exp (z * W)
      = Complex.cos ((W : ℂ) * t) - Complex.sin ((W : ℂ) * t) * Complex.I := by
    rw [show z * W = (-((W : ℂ) * t)) * Complex.I by rw [hz]; ring, Complex.exp_mul_I,
      Complex.cos_neg, Complex.sin_neg]
    ring
  have e2 : Complex.exp (-(z * W))
      = Complex.cos ((W : ℂ) * t) + Complex.sin ((W : ℂ) * t) * Complex.I := by
    rw [show -(z * W) = ((W : ℂ) * t) * Complex.I by rw [hz]; ring, Complex.exp_mul_I]
  rw [← hz, h1, key.tsum_eq, e1, e2, Complex.exp_zero, hP, hQ, hR, Complex.ofReal_sin,
    Complex.ofReal_cos, Complex.ofReal_mul]
  module

/-- Couplings 3 and 4 give a star Hamiltonian that satisfies `A³ = W² A` with `W = 5`. -/
theorem propagator_of_cube_witness :
    starHamiltonian ![3, 4] * starHamiltonian ![3, 4] * starHamiltonian ![3, 4]
      = (((5 : ℝ) : ℂ) ^ 2) • starHamiltonian ![3, 4] := by
  have h : (∑ k, (![3, 4] : Fin 2 → ℝ) k ^ 2) = 5 ^ 2 := by
    norm_num [Fin.sum_univ_two]
  rw [starHamiltonian_cube, h, Complex.ofReal_pow]

/-- The transfer probability to spin `k`, times the sum of all squared couplings, is the squared
coupling to `k` times a squared sine at the root-sum-square coupling frequency. -/
theorem transfer_formula {n : ℕ} (c : Fin n → ℝ) (k : Fin n) (t : ℝ) :
    (∑ j, c j ^ 2) * transferProbability c k t
      = c k ^ 2 * Real.sin (√(∑ j, c j ^ 2) * t) ^ 2 := by
  have hk : c k ^ 2 ≤ ∑ j, c j ^ 2 :=
    Finset.single_le_sum (f := fun j => c j ^ 2) (fun j _ => sq_nonneg (c j)) (Finset.mem_univ k)
  have hS0 : 0 ≤ ∑ j, c j ^ 2 := (sq_nonneg _).trans hk
  rcases hS0.eq_or_lt with h0 | hpos
  · have hz : c k ^ 2 = 0 := le_antisymm (hk.trans h0.symm.le) (sq_nonneg _)
    rw [hz, ← h0, zero_mul, zero_mul]
  · have hcube := starHamiltonian_cube c
    obtain ⟨W, hWdef⟩ : ∃ W : ℝ, W = √(∑ j, c j ^ 2) := ⟨_, rfl⟩
    have hW : W ≠ 0 := by rw [hWdef]; exact (Real.sqrt_pos.mpr hpos).ne'
    have hW2 : ∑ j, c j ^ 2 = W ^ 2 := by rw [hWdef, Real.sq_sqrt hS0]
    rw [hW2, Complex.ofReal_pow] at hcube
    -- two steps of the Hamiltonian never lead from the source to a target
    have hsq : (starHamiltonian c * starHamiltonian c) k.succ 0 = 0 := by
      simp [Matrix.mul_apply, Fin.sum_univ_succ, starHamiltonian]
    have hone : (1 : Matrix (Fin (n + 1)) (Fin (n + 1)) ℂ) k.succ 0 = 0 :=
      Matrix.one_apply_ne (Fin.succ_ne_zero k)
    have hent : starHamiltonian c k.succ 0 = (c k : ℂ) := rfl
    have hamp : NormedSpace.exp ((-(Complex.I * (t : ℂ))) • starHamiltonian c) k.succ 0
        = ((-(Real.sin (W * t) / W * c k) : ℝ) : ℂ) * Complex.I := by
      rw [propagator_of_cube _ W hW hcube t, Matrix.add_apply, Matrix.sub_apply,
        Matrix.smul_apply, Matrix.smul_apply, hsq, hone, hent, smul_eq_mul, smul_zero]
      push_cast
      ring
    rw [← hWdef, hW2, transferProbability, hamp, norm_mul, Complex.norm_I, mul_one,
      Complex.norm_real, Real.norm_eq_abs, sq_abs]
    field_simp

/-- Dipolar truncation: the transfer probability to spin `k` never exceeds the squared ratio of
its coupling to any nonzero coupling `c j` of the source spin. -/
theorem dipolar_truncation {n : ℕ} (c : Fin n → ℝ) (j k : Fin n) (hj : c j ≠ 0) (t : ℝ) :
    transferProbability c k t ≤ (c k / c j) ^ 2 := by
  have hP : 0 ≤ transferProbability c k t := sq_nonneg _
  have hS : c j ^ 2 ≤ ∑ i, c i ^ 2 :=
    Finset.single_le_sum (f := fun i => c i ^ 2) (fun i _ => sq_nonneg (c i)) (Finset.mem_univ j)
  have hjp : 0 < c j ^ 2 := by positivity
  rw [div_pow, le_div_iff₀ hjp]
  calc transferProbability c k t * c j ^ 2
      ≤ transferProbability c k t * ∑ i, c i ^ 2 := mul_le_mul_of_nonneg_left hS hP
    _ = c k ^ 2 * Real.sin (√(∑ i, c i ^ 2) * t) ^ 2 := by rw [mul_comm, transfer_formula]
    _ ≤ c k ^ 2 := mul_le_of_le_one_right (sq_nonneg _) (Real.sin_sq_le_one _)

/-- If the source spin has some nonzero coupling, the excitation reaches spin `k` with
probability one at some time exactly when all couplings to the other spins vanish. -/
theorem complete_transfer_iff {n : ℕ} (c : Fin n → ℝ) (hc : c ≠ 0) (k : Fin n) :
    (∃ t, transferProbability c k t = 1) ↔ ∀ j, j ≠ k → c j = 0 := by
  constructor
  · rintro ⟨t, ht⟩ j hjk
    have h := transfer_formula c k t
    rw [ht, mul_one] at h
    have h1 : c k ^ 2 * Real.sin (√(∑ i, c i ^ 2) * t) ^ 2 ≤ c k ^ 2 :=
      mul_le_of_le_one_right (sq_nonneg _) (Real.sin_sq_le_one _)
    have h2 := Finset.add_sum_erase Finset.univ (fun i => c i ^ 2) (Finset.mem_univ k)
    have h3 : c j ^ 2 ≤ ∑ i ∈ Finset.univ.erase k, c i ^ 2 :=
      Finset.single_le_sum (f := fun i => c i ^ 2) (fun i _ => sq_nonneg (c i))
        (Finset.mem_erase.mpr ⟨hjk, Finset.mem_univ j⟩)
    have h4 : c j ^ 2 = 0 := le_antisymm (by linarith) (sq_nonneg _)
    exact pow_eq_zero_iff (two_ne_zero) |>.mp h4
  · intro h
    have hk : c k ≠ 0 := by
      intro h0
      apply hc
      funext j
      by_cases hj : j = k
      · rw [hj, h0]; rfl
      · exact h j hj
    have hS : ∑ j, c j ^ 2 = c k ^ 2 :=
      Finset.sum_eq_single k (fun j _ hj => by rw [h j hj]; norm_num)
        (fun hn => absurd (Finset.mem_univ k) hn)
    have hr : √(c k ^ 2) ≠ 0 := (Real.sqrt_pos.mpr (by positivity)).ne'
    -- wait a quarter period
    refine ⟨Real.pi / 2 / √(c k ^ 2), ?_⟩
    have hf := transfer_formula c k (Real.pi / 2 / √(c k ^ 2))
    rw [hS, mul_div_cancel₀ _ hr, Real.sin_pi_div_two, one_pow] at hf
    exact mul_left_cancel₀ (pow_ne_zero 2 hk) hf

/-- The three-spin transfer probability is that of the star with couplings `a` and `b`. -/
theorem threeSpinTransfer_eq (a b t : ℝ) :
    threeSpinTransfer a b t = transferProbability ![a, b] 1 t := by
  have h : starHamiltonian ![a, b]
      = !![0, (a : ℂ), (b : ℂ); (a : ℂ), 0, 0; (b : ℂ), 0, 0] := by
    ext i j
    fin_cases i <;> fin_cases j <;> rfl
  rw [transferProbability, h]
  rfl

/-- Three spins: the transfer probability obeys the sine-squared law, is at most `(b/a)²` when
`a` is nonzero, and, for couplings not both zero, reaches one at some time exactly when `a = 0`. -/
theorem three_spin_truncation (a b : ℝ) :
    (∀ t, (a ^ 2 + b ^ 2) * threeSpinTransfer a b t
      = b ^ 2 * Real.sin (√(a ^ 2 + b ^ 2) * t) ^ 2) ∧
    (a ≠ 0 → ∀ t, threeSpinTransfer a b t ≤ (b / a) ^ 2) ∧
    (a ≠ 0 ∨ b ≠ 0 → ((∃ t, threeSpinTransfer a b t = 1) ↔ a = 0)) := by
  simp only [threeSpinTransfer_eq]
  refine ⟨fun t => ?_, fun ha t => dipolar_truncation ![a, b] 0 1 ha t, fun hab => ?_⟩
  · have h := transfer_formula ![a, b] 1 t
    rw [Fin.sum_univ_two] at h
    exact h
  · have hc : (![a, b] : Fin 2 → ℝ) ≠ 0 := by
      intro h
      exact hab.elim (fun ha => ha (congrFun h 0)) (fun hb => hb (congrFun h 1))
    rw [complete_transfer_iff _ hc]
    constructor
    · intro h
      exact h 0 (by decide)
    · intro ha j hj
      fin_cases j
      · exact ha
      · exact absurd rfl hj

end

end DipolarTruncation
```

```lean
#print axioms DipolarTruncation.complete_transfer_iff
#print axioms DipolarTruncation.three_spin_truncation
```

```
'DipolarTruncation.complete_transfer_iff' depends on axioms: [propext, Classical.choice, Quot.sound]
'DipolarTruncation.three_spin_truncation' depends on axioms: [propext, Classical.choice, Quot.sound]
```

## How the theorems map to the spins

`starHamiltonian c` is $H$ for a coupling list `c : Fin n → ℝ`. Index `0` is the source and `k.succ` is target $k$. `transferProbability` is $p_k(t)$, defined through the matrix exponential itself. `threeSpinTransfer` uses the explicit matrix; its entry `2 0` is entry (3,1) above.

`starHamiltonian_cube` checks the cubic relation entry by entry. `propagator_of_cube` carries out the $P,Q,R$ argument for any finite complex matrix with $A^3=W^2A$ and real $W\ne0$; couplings 3 and 4 provide an instance with $W=5$. `transfer_formula` extracts the amplitude and treats $W=0$ separately. `dipolar_truncation` and `complete_transfer_iff` follow the two inequality arguments, and `three_spin_truncation` specialises all three results to $a$ and $b$.

## Where the bound stops

The criterion for complete transfer needs a nonzero coupling. With $a=b=0$ the condition $a=0$ holds, but the propagator is the identity and nothing is transferred.

The star geometry matters too. Take $a=1$, $b=0$ and add a coupling of 1 between the two targets. The amplitude from source to second target becomes $(\cos(\sqrt2\,t)-1)/2$, which has modulus 1 at $t=\pi/\sqrt2$, although $(b/a)^2=0$.

The model has a zero diagonal, so it omits chemical-shift differences and the longitudinal part of the dipolar coupling. It also omits relaxation and time-dependent couplings, and it describes one excitation rather than the high-temperature density matrix of an NMR sample.
